# Contact value of a long-range pair function matched to $1+r/2$

Take two electrons in a singlet state at distance $r$, in atomic units, with the interaction $(1-e^{-r})/r$ in place of $1/r$. Model their pair function $\varphi$ by $(r^2\varphi')'=r(1-e^{-r})$ for all $r>0$, the zero-energy radial equation with $\varphi$ replaced by 1 in the interaction term. The solution that stays finite at contact is

$$\varphi(r)=\varphi(0)+\frac r2-1+\frac{1-e^{-r}}{r}.$$

At large $r$ it runs parallel to the Coulomb line $\varphi(0)+r/2$, but lower by 1. The part removed from the interaction is $e^{-r}/r$, and the shift is the integral of its numerator, $\int_0^\infty e^{-s}\,ds=1$.

For the interaction $\operatorname{erf}(\mu r)/r$ with $\mu>0$, the shift is $1/(\sqrt\pi\,\mu)$. If $\varphi(r)-(1+r/2)\to0$ at infinity, then

$$\varphi(0)^2=1+\frac{2}{\sqrt\pi\,\mu}+\frac{1}{\pi\mu^2}.$$

## From a long-range to a Coulomb on-top pair density

The Coulomb function $1+r/2$ has contact value 1, so in this short-distance model $\varphi(0)^2$ is the ratio of the long-range to the Coulomb on-top pair density. A range-separated code can divide a computed long-range on-top density by such a factor to estimate the Coulomb one; $1+2/(\sqrt\pi\,\mu)$ is the factor to first order in $1/\mu$.

## Two integrations and a running mean

Write the interaction as $g(r)/r$ with $g$ continuous, and let $G(r)=\int_0^r g$. Since $(r^2\varphi')'=rg$,

$$\left(\varphi+\frac{r^2\varphi'}{r}\right)'=\varphi'+g-\varphi'=g .$$

Hence $(r\varphi)'=\varphi+r\varphi'=a+G(r)$ for a constant $a$, and a second integration gives $r\varphi=b+ar+\int_0^rG$. Letting $r\to0$ with $\varphi$ continuous at contact gives $b=0$. After division by $r$, the mean $\frac1r\int_0^rG$ tends to $G(0)=0$, so $a=\varphi(0)$:

$$\varphi(r)=\varphi(0)+\frac1r\int_0^rG(s)\,ds .$$

Let $H(s)=s-G(s)=\int_0^s(1-g)$. Because $r/2=\frac1r\int_0^r s\,ds$,

$$\varphi(r)-\frac r2=\varphi(0)-\frac1r\int_0^rH(s)\,ds .$$

Suppose $H\to L$. Given $\varepsilon>0$, choose $R\ge0$ with $|H-L|<\varepsilon/2$ beyond $R$, and let $X=\int_0^R(H-L)$. For $r>R+2|X|/\varepsilon$, the mean differs from $L$ by at most $|X|/r+\varepsilon/2<\varepsilon$. Thus $\varphi(r)-r/2\to\varphi(0)-L$.

For $g(r)=\operatorname{erf}(\mu r)$, differentiation confirms

$$\int_0^r(1-\operatorname{erf}(\mu s))\,ds=r(1-\operatorname{erf}(\mu r))+\frac{1-e^{-\mu^2r^2}}{\sqrt\pi\,\mu}.$$

From $t^2\ge t-1$ it follows that $1-\operatorname{erf}x\le(2e/\sqrt\pi)e^{-x}$, so the first term vanishes at infinity and $L=1/(\sqrt\pi\,\mu)$. Then $\varphi(r)-(1+r/2)$ tends to $\varphi(0)-1/(\sqrt\pi\,\mu)-1$. This is zero exactly when $\varphi(0)=1+1/(\sqrt\pi\,\mu)$, and squaring gives the factor.

## The Lean file

```lean
import Mathlib

open Filter Topology Real

namespace RangeSeparatedOnTop

noncomputable section

/-- The integral of `f` from contact, `0`, to the distance `r`. -/
def primitive (f : ℝ → ℝ) (r : ℝ) : ℝ := ∫ t in (0 : ℝ)..r, f t

/-- The error function. -/
def erf (x : ℝ) : ℝ := 2 / √π * ∫ t in (0 : ℝ)..x, Real.exp (-t ^ 2)

/-- The pair function `φ` is continuous from the right at contact, and it is differentiable and
satisfies `(r² φ')' = r g(r)` for `r > 0`, the short-distance radial equation for the interaction
`g(r)/r`. -/
structure RadialSolution (g φ : ℝ → ℝ) : Prop where
  cont : Tendsto φ (𝓝[>] 0) (𝓝 (φ 0))
  diff : ∀ r, 0 < r → DifferentiableAt ℝ φ r
  ode : ∀ r, 0 < r → HasDerivAt (fun s => s ^ 2 * deriv φ s) (r * g r) r

lemma hasDerivAt_primitive {f : ℝ → ℝ} (hf : Continuous f) (x : ℝ) :
    HasDerivAt (primitive f) (f x) x :=
  (hf.integral_hasStrictDerivAt 0 x).hasDerivAt

lemma continuous_primitive {f : ℝ → ℝ} (hf : Continuous f) : Continuous (primitive f) :=
  continuous_iff_continuousAt.2 fun x => (hasDerivAt_primitive hf x).continuousAt

lemma mean_at_contact {f : ℝ → ℝ} (hf : Continuous f) :
    Tendsto (fun r => primitive f r / r) (𝓝[>] 0) (𝓝 (f 0)) := by
  have h := (hasDerivAt_primitive hf 0).tendsto_slope_zero_right
  simpa [primitive, div_eq_inv_mul] using h

lemma const_of_deriv {f : ℝ → ℝ} (h : ∀ r, 0 < r → HasDerivAt f 0 r) (r : ℝ) (hr : 0 < r) :
    f r = f 1 :=
  isOpen_Ioi.is_const_of_deriv_eq_zero isPreconnected_Ioi
    (fun x hx => (h x hx).differentiableAt.differentiableWithinAt)
    (fun x hx => (h x hx).deriv) (Set.mem_Ioi.2 hr) (Set.mem_Ioi.2 one_pos)

/-- If a continuous function tends to `L` at large distance, so does its running mean. -/
theorem mean_tendsto {H : ℝ → ℝ} (hH : Continuous H) {L : ℝ} (h : Tendsto H atTop (𝓝 L)) :
    Tendsto (fun r => primitive H r / r) atTop (𝓝 L) := by
  rw [Metric.tendsto_atTop]
  intro ε hε
  obtain ⟨R₀, hR₀⟩ := Metric.tendsto_atTop.mp h (ε / 2) (half_pos hε)
  obtain ⟨R, hR, hR0⟩ : ∃ R, R₀ ≤ R ∧ 0 ≤ R := ⟨max R₀ 0, le_max_left _ _, le_max_right _ _⟩
  have hi : ∀ a b, IntervalIntegrable (fun s => H s - L) MeasureTheory.volume a b :=
    fun a b => (hH.sub continuous_const).intervalIntegrable a b
  obtain ⟨X, hX⟩ : ∃ X, X = ∫ s in (0 : ℝ)..R, (H s - L) := ⟨_, rfl⟩
  have hq : 0 ≤ 2 * |X| / ε := by positivity
  refine ⟨R + 2 * |X| / ε + 1, fun r hr => ?_⟩
  have hr0 : 0 < r := by linarith
  have hRr : R ≤ r := by linarith
  have split := intervalIntegral.integral_add_adjacent_intervals (hi 0 R) (hi R r)
  have e : ∫ s in (0 : ℝ)..r, (H s - L) = primitive H r - r * L := by
    rw [intervalIntegral.integral_sub (hH.intervalIntegrable _ _)
      (continuous_const.intervalIntegrable _ _)]
    simp [primitive]
  -- beyond `R` the integrand is below `ε / 2` in absolute value
  have far : ‖∫ s in R..r, (H s - L)‖ ≤ ε / 2 * |r - R| := by
    apply intervalIntegral.norm_integral_le_of_norm_le_const
    intro s hs
    rw [Set.uIoc_of_le hRr] at hs
    have := hR₀ s (hR.trans hs.1.le)
    rw [Real.dist_eq] at this
    exact this.le
  rw [Real.norm_eq_abs, abs_of_nonneg (sub_nonneg.2 hRr)] at far
  have near : 2 * |X| < r * ε := (div_lt_iff₀ hε).1 (by linarith)
  have hRe : 0 ≤ ε * R := by positivity
  have e2 : primitive H r / r - L = (primitive H r - r * L) / r := by field_simp
  rw [Real.dist_eq, e2, abs_div, abs_of_pos hr0, div_lt_iff₀ hr0, ← e, ← split, ← hX, abs_lt]
  have f := abs_le.1 far
  constructor <;> nlinarith [f.1, f.2, neg_abs_le X, le_abs_self X]

/-- The pair function is its contact value plus the running mean of the integral of `g`. -/
theorem RadialSolution.eq_mean {g φ : ℝ → ℝ} (hg : Continuous g) (h : RadialSolution g φ)
    {r : ℝ} (hr : 0 < r) : φ r = φ 0 + primitive (primitive g) r / r := by
  have hI := continuous_primitive hg
  -- first integration: `φ + r φ'` has derivative `g`
  have c1 := const_of_deriv (f := fun s => φ s + s ^ 2 * deriv φ s / s - primitive g s)
    (fun r hr => by
      have hne : r ≠ 0 := hr.ne'
      refine (((h.diff r hr).hasDerivAt.fun_add
        ((h.ode r hr).fun_div (hasDerivAt_id' r) hne)).fun_sub
        (hasDerivAt_primitive hg r)).congr_deriv ?_
      field_simp
      ring)
  obtain ⟨a, ha⟩ : ∃ a, a = φ 1 + 1 ^ 2 * deriv φ 1 / 1 - primitive g 1 := ⟨_, rfl⟩
  -- second integration, for `r φ`
  have c2 := const_of_deriv (f := fun s => s * φ s - a * s - primitive (primitive g) s)
    (fun r hr => by
      refine ((((hasDerivAt_id' r).fun_mul (h.diff r hr).hasDerivAt).fun_sub
        ((hasDerivAt_id' r).const_mul a)).fun_sub (hasDerivAt_primitive hI r)).congr_deriv ?_
      have h1 : φ r + r ^ 2 * deriv φ r / r - primitive g r = a := (c1 r hr).trans ha.symm
      have h2 : r ^ 2 * deriv φ r / r = r * deriv φ r := by
        have hne : r ≠ 0 := hr.ne'
        field_simp
      linarith)
  obtain ⟨b, hb⟩ : ∃ b, b = 1 * φ 1 - a * 1 - primitive (primitive g) 1 := ⟨_, rfl⟩
  have c3 : ∀ s, 0 < s → s * φ s - a * s - primitive (primitive g) s = b :=
    fun s hs => (c2 s hs).trans hb.symm
  have tid : Tendsto (fun s : ℝ => s) (𝓝[>] 0) (𝓝 0) := tendsto_id.mono_left nhdsWithin_le_nhds
  have tJ := (continuous_primitive hI).continuousAt.tendsto.mono_left
    (nhdsWithin_le_nhds (a := (0 : ℝ)) (s := Set.Ioi 0))
  -- continuity at contact excludes the singular solution `1 / r`
  have b0 : b = 0 * φ 0 - a * 0 - primitive (primitive g) 0 :=
    tendsto_nhds_unique (tendsto_const_nhds.congr' (by
      filter_upwards [self_mem_nhdsWithin] with s hs
      exact (c3 s hs).symm)) (((tid.mul h.cont).sub (tid.const_mul a)).sub tJ)
  have b1 : b = 0 := by rw [b0]; simp [primitive]
  have c4 : ∀ s, 0 < s → φ s - primitive (primitive g) s / s = a := fun s hs => by
    have hne : s ≠ 0 := hs.ne'
    have h3 := c3 s hs
    field_simp
    linarith
  have a0 : a = φ 0 - primitive g 0 :=
    tendsto_nhds_unique (tendsto_const_nhds.congr' (by
      filter_upwards [self_mem_nhdsWithin] with s hs
      exact (c4 s hs).symm)) (h.cont.sub (mean_at_contact hI))
  have g0 : primitive g 0 = 0 := by simp [primitive]
  linarith [c4 r hr]

/-- For every continuous `g` and every number `c`, the function `c + (1/r) ∫₀^r ∫₀^s g` solves
the radial equation. -/
theorem radialSolution_witness {g : ℝ → ℝ} (hg : Continuous g) (c : ℝ) :
    RadialSolution g (fun r => c + primitive (primitive g) r / r) := by
  have hI := continuous_primitive hg
  have hd : ∀ r, 0 < r → HasDerivAt (fun r => c + primitive (primitive g) r / r)
      ((primitive g r * r - primitive (primitive g) r * 1) / r ^ 2) r := fun r hr =>
    ((hasDerivAt_primitive hI r).fun_div (hasDerivAt_id' r) hr.ne').const_add c
  refine ⟨?_, fun r hr => (hd r hr).differentiableAt, fun r hr => ?_⟩
  · have t := (mean_at_contact hI).const_add c
    have g0 : primitive g 0 = 0 := by simp [primitive]
    rw [g0] at t
    simpa using t
  · have k := ((hasDerivAt_primitive hg r).fun_mul (hasDerivAt_id' r)).fun_sub
      (hasDerivAt_primitive hI r)
    refine (k.congr_of_eventuallyEq ?_).congr_deriv (by ring)
    filter_upwards [Ioi_mem_nhds hr] with s hs
    have hne : s ≠ 0 := ne_of_gt hs
    rw [(hd s hs).deriv]
    field_simp

/-- If the integral of `1 - g` converges to `L`, then `φ(r) - r/2` tends to `φ(0) - L`
at large distance. -/
theorem short_range_shift {g φ : ℝ → ℝ} (hg : Continuous g) (h : RadialSolution g φ) {L : ℝ}
    (hL : Tendsto (primitive fun s => 1 - g s) atTop (𝓝 L)) :
    Tendsto (fun r => φ r - r / 2) atTop (𝓝 (φ 0 - L)) := by
  have hI := continuous_primitive hg
  have e1 : (primitive fun s => 1 - g s) = fun s => s - primitive g s := by
    funext s
    unfold primitive
    rw [intervalIntegral.integral_sub (continuous_const.intervalIntegrable _ _)
      (hg.intervalIntegrable _ _)]
    simp
  have e2 : ∀ r, primitive (fun s => s - primitive g s) r
      = r ^ 2 / 2 - primitive (primitive g) r := fun r => by
    change ∫ s in (0 : ℝ)..r, (s - primitive g s) = _
    rw [intervalIntegral.integral_sub (continuous_id'.intervalIntegrable _ _)
      (hI.intervalIntegrable _ _), integral_id]
    simp [primitive]
  rw [e1] at hL
  have hc : Continuous (fun s => s - primitive g s) := continuous_id'.sub hI
  refine ((mean_tendsto hc hL).const_sub (φ 0)).congr' ?_
  filter_upwards [eventually_gt_atTop 0] with r hr
  have hne : r ≠ 0 := hr.ne'
  rw [e2, h.eq_mean hg hr]
  field_simp
  ring

lemma hasDerivAt_erf (x : ℝ) : HasDerivAt erf (2 / √π * Real.exp (-x ^ 2)) x := by
  have hc : Continuous (fun t : ℝ => Real.exp (-t ^ 2)) := by fun_prop
  exact (hc.integral_hasStrictDerivAt 0 x).hasDerivAt.const_mul _

lemma erf_tendsto_one : Tendsto erf atTop (𝓝 1) := by
  have h := MeasureTheory.intervalIntegral_tendsto_integral_Ioi (0 : ℝ)
    (integrable_exp_neg_mul_sq (one_pos : (0 : ℝ) < 1)).integrableOn tendsto_id
  rw [integral_gaussian_Ioi] at h
  have hp : √π ≠ 0 := (Real.sqrt_pos.2 Real.pi_pos).ne'
  have e : 2 / √π * (√(π / 1) / 2) = 1 := by
    rw [div_one]
    field_simp
  have h2 := h.const_mul (2 / √π)
  rw [e] at h2
  refine h2.congr fun x => ?_
  simp [erf]

/-- The complementary error function decays faster than `1/x`. -/
theorem erf_tail : Tendsto (fun x => x * (1 - erf x)) atTop (𝓝 0) := by
  have hc : 0 ≤ 2 / √π := by positivity
  have hd : ∀ x, HasDerivAt (fun y => 1 - erf y) (-(2 / √π * Real.exp (-x ^ 2))) x :=
    fun x => (hasDerivAt_erf x).const_sub 1
  have hb : ∀ x, HasDerivAt (fun y => 2 / √π * Real.exp 1 * Real.exp (-y) - (1 - erf y))
      (2 / √π * Real.exp 1 * (Real.exp (-x) * (-1)) - -(2 / √π * Real.exp (-x ^ 2))) x :=
    fun x => ((hasDerivAt_neg' x).exp.const_mul _).fun_sub (hd x)
  have tD : Tendsto (fun x => 1 - erf x) atTop (𝓝 0) := by
    simpa using erf_tendsto_one.const_sub 1
  have tB : Tendsto (fun y => 2 / √π * Real.exp 1 * Real.exp (-y) - (1 - erf y))
      atTop (𝓝 0) := by
    simpa using (Real.tendsto_exp_neg_atTop_nhds_zero.const_mul (2 / √π * Real.exp 1)).sub tD
  have aD : Antitone (fun x => 1 - erf x) :=
    antitone_of_deriv_nonpos (fun x => (hd x).differentiableAt) fun x => by
      rw [(hd x).deriv]
      exact neg_nonpos.2 (mul_nonneg hc (Real.exp_pos _).le)
  -- comparison with an exponential, from `exp (-x²) ≤ exp (1 - x)`
  have aB : Antitone (fun y => 2 / √π * Real.exp 1 * Real.exp (-y) - (1 - erf y)) :=
    antitone_of_deriv_nonpos (fun x => (hb x).differentiableAt) fun x => by
      rw [(hb x).deriv]
      have h1 : Real.exp (-x ^ 2) ≤ Real.exp 1 * Real.exp (-x) := by
        rw [← Real.exp_add]
        exact Real.exp_le_exp.2 (by nlinarith [sq_nonneg (x - 1 / 2)])
      have h2 := mul_le_mul_of_nonneg_left h1 hc
      linarith
  have t := (Real.tendsto_pow_mul_exp_neg_atTop_nhds_zero 1).const_mul (2 / √π * Real.exp 1)
  rw [mul_zero] at t
  refine squeeze_zero' ?_ ?_ t
  · filter_upwards [eventually_ge_atTop 0] with x hx
    exact mul_nonneg hx (aD.le_of_tendsto tD x)
  · filter_upwards [eventually_ge_atTop 0] with x hx
    have h1 := mul_le_mul_of_nonneg_left (sub_nonneg.1 (aB.le_of_tendsto tB x)) hx
    calc x * (1 - erf x) ≤ x * (2 / √π * Real.exp 1 * Real.exp (-x)) := h1
      _ = 2 / √π * Real.exp 1 * (x ^ 1 * Real.exp (-x)) := by ring

/-- The integral of `1 - erf(μ s)` over all distances is `1/(√π μ)`. -/
theorem integral_short_range {μ : ℝ} (hμ : 0 < μ) :
    Tendsto (primitive fun s => 1 - erf (μ * s)) atTop (𝓝 (1 / (√π * μ))) := by
  have hp : √π ≠ 0 := (Real.sqrt_pos.2 Real.pi_pos).ne'
  have hm0 : μ ≠ 0 := hμ.ne'
  have hm : ∀ x, HasDerivAt (fun s => μ * s) μ x := fun x => by
    simpa using (hasDerivAt_id' x).const_mul μ
  have he : ∀ x, HasDerivAt (fun s => erf (μ * s))
      (2 / √π * Real.exp (-(μ * x) ^ 2) * μ) x :=
    fun x => (hasDerivAt_erf (μ * x)).comp x (hm x)
  have hx : ∀ x, HasDerivAt (fun s => Real.exp (-(μ * s) ^ 2))
      (Real.exp (-(μ * x) ^ 2) * (-(2 * (μ * x) * μ))) x := fun x =>
    ((hm x).fun_pow 2).fun_neg.exp.congr_deriv (by norm_num)
  -- an explicit primitive of `1 - erf (μ s)`
  have hF : ∀ x, HasDerivAt (fun s => s * (1 - erf (μ * s))
      + (1 - Real.exp (-(μ * s) ^ 2)) / (√π * μ)) (1 - erf (μ * x)) x := fun x => by
    refine (((hasDerivAt_id' x).fun_mul ((he x).const_sub 1)).fun_add
      (((hx x).const_sub 1).div_const (√π * μ))).congr_deriv ?_
    generalize Real.exp (-(μ * x) ^ 2) = E
    generalize erf (μ * x) = D
    field_simp
    ring
  have hc : Continuous (fun s => 1 - erf (μ * s)) :=
    continuous_const.sub (continuous_iff_continuousAt.2 fun x => (he x).continuousAt)
  have key : ∀ r, primitive (fun s => 1 - erf (μ * s)) r
      = r * (1 - erf (μ * r)) + (1 - Real.exp (-(μ * r) ^ 2)) / (√π * μ) := fun r => by
    unfold primitive
    rw [intervalIntegral.integral_eq_sub_of_hasDerivAt (fun x _ => hF x)
      (hc.intervalIntegrable _ _)]
    simp
  have hr : Tendsto (fun r : ℝ => μ * r) atTop atTop := tendsto_id.const_mul_atTop hμ
  have hexp : Tendsto (fun r : ℝ => Real.exp (-(μ * r) ^ 2)) atTop (𝓝 0) :=
    Real.tendsto_exp_neg_atTop_nhds_zero.comp ((tendsto_pow_atTop two_ne_zero).comp hr)
  have t := ((erf_tail.comp hr).div_const μ).add ((hexp.const_sub 1).div_const (√π * μ))
  rw [zero_div, zero_add, sub_zero] at t
  refine t.congr fun r => ?_
  have e : μ * r * (1 - erf (μ * r)) / μ = r * (1 - erf (μ * r)) := by field_simp
  rw [key]
  simp only [Function.comp_apply, e]

/-- For the long-range interaction `erf(μ r)/r`, the difference `φ(r) - r/2` tends to
`φ(0) - 1/(√π μ)` at large distance. -/
theorem long_range_shift {μ : ℝ} (hμ : 0 < μ) {φ : ℝ → ℝ}
    (h : RadialSolution (fun r => erf (μ * r)) φ) :
    Tendsto (fun r => φ r - r / 2) atTop (𝓝 (φ 0 - 1 / (√π * μ))) := by
  have hc : Continuous erf := continuous_iff_continuousAt.2 fun x => (hasDerivAt_erf x).continuousAt
  exact short_range_shift (hc.comp (continuous_const.mul continuous_id')) h
    (integral_short_range hμ)

/-- The long-range pair function approaches the Coulomb cusp form `1 + r/2` at large distance
exactly when its contact value is `1 + 1/(√π μ)`. -/
theorem matching_iff {μ : ℝ} (hμ : 0 < μ) {φ : ℝ → ℝ}
    (h : RadialSolution (fun r => erf (μ * r)) φ) :
    Tendsto (fun r => φ r - (1 + r / 2)) atTop (𝓝 0) ↔ φ 0 = 1 + 1 / (√π * μ) := by
  have t : Tendsto (fun r => φ r - (1 + r / 2)) atTop (𝓝 (φ 0 - 1 / (√π * μ) - 1)) :=
    ((long_range_shift hμ h).sub_const 1).congr fun r => by ring
  constructor
  · intro k
    linarith [tendsto_nhds_unique k t]
  · intro k
    have e : φ 0 - 1 / (√π * μ) - 1 = 0 := by rw [k]; ring
    rwa [e] at t

/-- A long-range pair function matched to `1 + r/2` at large distance has the squared contact
value `1 + 2/(√π μ) + 1/(π μ²)`. -/
theorem on_top_factor {μ : ℝ} (hμ : 0 < μ) {φ : ℝ → ℝ}
    (h : RadialSolution (fun r => erf (μ * r)) φ)
    (hmatch : Tendsto (fun r => φ r - (1 + r / 2)) atTop (𝓝 0)) :
    φ 0 ^ 2 = 1 + 2 / (√π * μ) + 1 / (π * μ ^ 2) := by
  have e : 1 / (π * μ ^ 2) = (1 / (√π * μ)) ^ 2 := by
    rw [div_pow, mul_pow, Real.sq_sqrt Real.pi_pos.le, one_pow]
  rw [(matching_iff hμ h).1 hmatch, e]
  ring

end

end RangeSeparatedOnTop
```

```lean
#print axioms RangeSeparatedOnTop.matching_iff
#print axioms RangeSeparatedOnTop.on_top_factor
```

```
'RangeSeparatedOnTop.matching_iff' depends on axioms: [propext, Classical.choice, Quot.sound]
'RangeSeparatedOnTop.on_top_factor' depends on axioms: [propext, Classical.choice, Quot.sound]
```

## What `on_top_factor` covers, and where it stops

`RadialSolution g φ` holds the physical assumptions: `cont` is continuity at contact from the right, `diff` is differentiability for $r>0$, and `ode` is the radial equation there. A solution continuously differentiable on $[0,\infty)$ meets all three. `primitive` integrates from contact, and `Tendsto … atTop` is the limit $r\to\infty$. The theorem `on_top_factor` takes `hμ` ($\mu>0$), a solution `h` and the matching condition `hmatch`, and returns the squared contact value. Such solutions exist: `radialSolution_witness` supplies one for every contact value, and `matching_iff` selects the matched value.

In the proof, `eq_mean` applies `const_of_deriv` once per integration and fixes $b$ and $a$ by uniqueness of limits at contact, with `mean_at_contact` for the vanishing mean. `mean_tendsto` splits the integral at $R$, and `short_range_shift` combines the two results. `erf_tendsto_one` uses the Gaussian integral. `erf_tail` gets the exponential bound from monotonicity: $1-\operatorname{erf}$ and the bound minus it both decrease to zero, so both are nonnegative. `integral_short_range` differentiates the explicit primitive, and `long_range_shift` inserts its limit.

Continuity at contact carries real weight. Let $\psi$ be the matched solution, and set $\varphi(r)=\psi(r)+1/r$ for $r>0$ and $\varphi(0)=0$. Since $r^2(1/r)'=-1$ is constant, the equation still holds, and so does the matching, yet $\varphi(0)^2=0$.

The radial equation and the matching are assumed, not derived from a many-electron Schrödinger equation. The equation keeps the interaction to first order, with the pair function replaced by 1 in the source term. The $1/(\pi\mu^2)$ term is therefore exact for this model but is not a complete second-order correction for interacting electrons. "Infinity" stands for distances well beyond $1/\mu$ that are still short enough for the coalescence form to apply, which requires large $\mu$. The theorem gives no error bound for a finite $\mu$ in a real system.
